# Two harmonic phases with positive definite dynamical matrices \(A\) and \(B\) of the same size: the phonon entropy difference \(S_A - S_B\) tends to \(\tfrac12\log(\det B/\det A)\) at high temperature

A solid with two competing crystal structures chooses between them by free energy, and one contribution that grows in weight on heating is the difference of their vibrational entropies. In the harmonic approximation a finite periodic cell of a stable structure, with its rigid translations removed, is a finite set of independent quantum oscillators. How does the entropy difference behave once the temperature far exceeds all mode frequencies, and what property of the two structures fixes it?

## Phases, frequencies and mode entropy

Units are \(\hbar = k_B = 1\), so frequency and temperature \(T\) share one unit and entropy is a pure number. A phase is a real mass-weighted dynamical matrix \(A\) whose rows are labelled by a finite type `n`, with \(N\) = `Fintype.card n` modes. A second type `m`, of size \(M\), is used only in part (h).

```lean
import Mathlib

open Filter Topology Matrix

namespace HighTemperaturePhononEntropy

noncomputable section

variable {n m : Type*} [Fintype n] [DecidableEq n] [Fintype m] [DecidableEq m]
```

An oscillator of frequency \(w\) has, at \(x = w/T\), the entropy
\[ s(x) = \frac{x}{e^x - 1} - \log(1 - e^{-x}). \]
This Bose–Einstein expression enters as a definition and is not derived from a partition function.

```lean
/-- Entropy of one quantum harmonic mode at reduced frequency `x = w / T`. -/
def modeEntropy (x : ℝ) : ℝ :=
  x / (Real.exp x - 1) - Real.log (1 - Real.exp (-x))
```

The hypothesis `A.PosDef` says that \(A\) is symmetric with strictly positive eigenvalues \(\lambda_i\). Physically the structure sits at a strict energy minimum: unstable modes are excluded, and zero modes such as rigid translations must be removed beforehand. The component `hA.1` is the symmetry, from which Mathlib's spectral theorem supplies \(\lambda_i\), and the frequencies are \(w_i = \sqrt{\lambda_i}\).

```lean
/-- Mode frequencies: square roots of the eigenvalues of the dynamical matrix. -/
def frequency {A : Matrix n n ℝ} (hA : A.PosDef) (i : n) : ℝ :=
  Real.sqrt (hA.1.eigenvalues i)
```

The phonon entropy is \(S_A(T) = \sum_i s(w_i/T)\), which does not depend on how the eigenvalues are ordered.

```lean
/-- Phonon entropy at temperature `T`: the sum of the mode entropies at `x = w / T`. -/
def phononEntropy {A : Matrix n n ℝ} (hA : A.PosDef) (T : ℝ) : ℝ :=
  ∑ i, modeEntropy (frequency hA i / T)
```

The matrices do not depend on \(T\), so thermal expansion, anharmonicity and melting are absent, and static energies never appear. The limit \(T \to \infty\) is the filter `atTop`; no convergence rate is given.

## (a) Classical limit of one mode

Show that \(s(x) + \log x \to 1\) as \(x \to 0^+\).

Put \(g(x) = (e^x - 1)/x\). This is the difference quotient of the exponential at zero, so \(g \to 1\). For \(x > 0\) one has \(e^x - 1 \ge x > 0\), so \(g > 0\), and
\[ \frac{x}{e^x - 1} = \frac1g, \qquad 1 - e^{-x} = e^{-x}(e^x - 1) = e^{-x}\, x\, g. \]
Hence \(\log(1 - e^{-x}) = -x + \log x + \log g\), and
\[ s(x) + \log x = \frac1g + x - \log g \;\to\; 1 + 0 - 0. \]

In Lean the one-sided limit is `𝓝[>] 0`. The step `hg` is \(g \to 1\), `h` is the limit of \(1/g + x - \log g\), and `h2`, `h1`, `h3` are the three identities above in the order written. `congr'` transfers the limit because both functions agree for \(x > 0\).

```lean
/-- Classical limit of one mode: `s(x) + log x` tends to `1` as `x` tends to zero from above. -/
theorem modeEntropy_add_log_tendsto :
    Tendsto (fun x => modeEntropy x + Real.log x) (𝓝[>] 0) (𝓝 1) := by
  -- g(x) = (exp x - 1) / x tends to the derivative of exp at zero
  have hg : Tendsto (fun x : ℝ => x⁻¹ * (Real.exp x - 1)) (𝓝[>] 0) (𝓝 1) := by
    simpa only [zero_add, Real.exp_zero, smul_eq_mul] using
      (Real.hasDerivAt_exp 0).tendsto_slope_zero_right
  have hx : Tendsto (fun x : ℝ => x) (𝓝[>] 0) (𝓝 0) :=
    tendsto_id.mono_left nhdsWithin_le_nhds
  have h := ((hg.inv₀ one_ne_zero).add hx).sub (hg.log one_ne_zero)
  rw [inv_one, add_zero, Real.log_one, sub_zero] at h
  refine h.congr' ?_
  filter_upwards [self_mem_nhdsWithin] with x hx0
  have hx0' : 0 < x := hx0
  have he : 0 < Real.exp x - 1 := by linarith [Real.add_one_le_exp x]
  have hgpos : 0 < x⁻¹ * (Real.exp x - 1) := mul_pos (inv_pos.mpr hx0') he
  -- s(x) + log x = 1 / g + x - log g
  have h1 : 1 - Real.exp (-x) = Real.exp (-x) * (x * (x⁻¹ * (Real.exp x - 1))) := by
    rw [mul_inv_cancel_left₀ hx0'.ne', mul_sub, ← Real.exp_add]
    simp
  have h2 : (x⁻¹ * (Real.exp x - 1))⁻¹ = x / (Real.exp x - 1) := by
    rw [mul_inv, inv_inv, div_eq_mul_inv]
  have h3 : Real.log (1 - Real.exp (-x))
      = -x + (Real.log x + Real.log (x⁻¹ * (Real.exp x - 1))) := by
    rw [h1, Real.log_mul (Real.exp_pos _).ne' (mul_pos hx0' hgpos).ne',
      Real.log_mul hx0'.ne' hgpos.ne', Real.log_exp]
  unfold modeEntropy
  rw [h2, h3]
  ring
```

## (b) One mode at high temperature

For \(w > 0\), show that \(s(w/T) - \log T \to 1 - \log w\) as \(T \to \infty\).

For \(T > 0\) the ratio \(x = w/T\) is positive, and it tends to zero, so (a) gives \(s(w/T) + \log(w/T) \to 1\). Writing \(\log(w/T) = \log w - \log T\) and subtracting the constant \(\log w\) from both sides gives the claim.

The step `hx` is the approach of \(w/T\) to zero from above, `comp` substitutes it into (a), and `Real.log_div` splits the logarithm.

```lean
/-- For a mode of frequency `w > 0`, `s(w / T) - log T` tends to `1 - log w` as `T → ∞`. -/
theorem modeEntropy_high_temperature {w : ℝ} (hw : 0 < w) :
    Tendsto (fun T => modeEntropy (w / T) - Real.log T) atTop (𝓝 (1 - Real.log w)) := by
  have hx : Tendsto (fun T : ℝ => w / T) atTop (𝓝[>] 0) := by
    refine tendsto_nhdsWithin_iff.mpr ⟨tendsto_const_nhds.div_atTop tendsto_id, ?_⟩
    filter_upwards [eventually_gt_atTop 0] with T hT
    exact div_pos hw hT
  have h := (modeEntropy_add_log_tendsto.comp hx).sub_const (Real.log w)
  refine h.congr' ?_
  filter_upwards [eventually_gt_atTop 0] with T hT
  simp only [Function.comp_apply]
  rw [Real.log_div hw.ne' hT.ne']
  ring
```

## (c) Frequencies and the determinant

Show that \(\sum_i \log w_i = \tfrac12 \log\det A\).

The determinant of a symmetric matrix is the product of its eigenvalues, all positive here, so
\[ \log\det A = \log\prod_i \lambda_i = \sum_i \log\lambda_i = 2\sum_i \log\sqrt{\lambda_i}. \]

The first two equalities are `hdet` and `hlog`; the last is `Real.log_sqrt`, applied term by term.

```lean
/-- The logarithms of the mode frequencies add up to half the logarithm of `det A`. -/
theorem sum_log_frequency {A : Matrix n n ℝ} (hA : A.PosDef) :
    ∑ i, Real.log (frequency hA i) = 1 / 2 * Real.log A.det := by
  have hdet : A.det = ∏ i, hA.1.eigenvalues i := by
    simpa using hA.1.det_eq_prod_eigenvalues
  have hlog : Real.log (∏ i, hA.1.eigenvalues i) = ∑ i, Real.log (hA.1.eigenvalues i) := by
    rw [Real.log_prod]
    intro i _
    exact (hA.eigenvalues_pos i).ne'
  rw [hdet, hlog, Finset.mul_sum]
  refine Finset.sum_congr rfl fun i _ => ?_
  unfold frequency
  rw [Real.log_sqrt (hA.eigenvalues_pos i).le]
  ring
```

## (d) Entropy of one phase

Show that \(S_A(T) - N\log T \to N - \tfrac12\log\det A\).

Every \(w_i\) is positive, so (b) applies to each mode. A finite sum of convergent terms converges to the sum of the limits:
\[ S_A(T) - N\log T = \sum_i \big[s(w_i/T) - \log T\big] \;\to\; \sum_i (1 - \log w_i) = N - \tfrac12\log\det A, \]
with (c) in the last step.

Positivity is `hw`, the exchange of sum and limit is `tendsto_finsetSum`, and `hlim` evaluates the sum of limits.

```lean
/-- With `N = Fintype.card n` modes, `S_A(T) - N log T` tends to `N - (1/2) log det A` as `T → ∞`.
-/
theorem phononEntropy_high_temperature {A : Matrix n n ℝ} (hA : A.PosDef) :
    Tendsto (fun T => phononEntropy hA T - (Fintype.card n : ℝ) * Real.log T) atTop
      (𝓝 ((Fintype.card n : ℝ) - 1 / 2 * Real.log A.det)) := by
  have hw : ∀ i, 0 < frequency hA i := fun i => Real.sqrt_pos.mpr (hA.eigenvalues_pos i)
  -- add up the single-mode limits
  have h := tendsto_finsetSum Finset.univ fun i _ => modeEntropy_high_temperature (hw i)
  have hlim : ∑ i, (1 - Real.log (frequency hA i))
      = (Fintype.card n : ℝ) - 1 / 2 * Real.log A.det := by
    rw [Finset.sum_sub_distrib, sum_log_frequency]
    simp
  rw [hlim] at h
  refine h.congr fun T => ?_
  unfold phononEntropy
  rw [Finset.sum_sub_distrib]
  simp
```

## (e) Entropy difference of two phases

For positive definite \(A\) and \(B\) of the same size, show that
\[ S_A(T) - S_B(T) \to \tfrac12\log\frac{\det B}{\det A}. \]

Subtract (d) for \(B\) from (d) for \(A\). On the left \(N\log T\) cancels. On the right \(N\) cancels and leaves \(\tfrac12\log\det B - \tfrac12\log\det A\), which is the stated value because both determinants are positive.

Equal size is enforced by giving both matrices the type `Matrix n n ℝ`, which stands for two cells with the same number of vibrational degrees of freedom. The subtraction is `.sub`, and `hlim` recombines the logarithms. For finitely many harmonic modes of positive frequency with temperature-independent force constants, such as those from an electronic-structure calculation on a fixed supercell once the rigid translations are removed, the limiting entropy difference therefore needs only two determinants and not the individual frequencies.

```lean
/-- For two phases with positive definite dynamical matrices of the same size,
`S_A(T) - S_B(T)` tends to `(1/2) log (det B / det A)` as `T → ∞`. -/
theorem entropy_difference_tendsto {A B : Matrix n n ℝ} (hA : A.PosDef) (hB : B.PosDef) :
    Tendsto (fun T => phononEntropy hA T - phononEntropy hB T) atTop
      (𝓝 (1 / 2 * Real.log (B.det / A.det))) := by
  -- the terms N log T and N, with N = Fintype.card n, cancel between the two phases
  have h := (phononEntropy_high_temperature hA).sub (phononEntropy_high_temperature hB)
  have hlim : ((Fintype.card n : ℝ) - 1 / 2 * Real.log A.det)
      - ((Fintype.card n : ℝ) - 1 / 2 * Real.log B.det)
      = 1 / 2 * Real.log (B.det / A.det) := by
    rw [Real.log_div hB.det_pos.ne' hA.det_pos.ne']
    ring
  rw [hlim] at h
  refine h.congr fun T => ?_
  ring
```

## (f) When the limit of the difference vanishes

Show that \(S_A(T) - S_B(T) \to 0\) if and only if \(\det A = \det B\).

If the difference tends to zero, uniqueness of limits with (e) gives \(\log(\det B/\det A) = 0\). A positive number with zero logarithm equals one, so the determinants agree. Conversely, equal determinants turn the limit in (e) into \(\tfrac12\log 1 = 0\).

The two branches after `constructor` are these two directions, with `tendsto_nhds_unique` and `Real.eq_one_of_pos_of_log_eq_zero` in the first.

```lean
/-- The entropy difference tends to zero as `T → ∞` exactly when the determinants agree. -/
theorem entropy_difference_tendsto_zero_iff {A B : Matrix n n ℝ} (hA : A.PosDef)
    (hB : B.PosDef) :
    Tendsto (fun T => phononEntropy hA T - phononEntropy hB T) atTop (𝓝 0) ↔
      A.det = B.det := by
  have h := entropy_difference_tendsto hA hB
  constructor
  · intro h0
    have hlog : Real.log (B.det / A.det) = 0 := by
      have := tendsto_nhds_unique h h0
      linarith
    have h1 := Real.eq_one_of_pos_of_log_eq_zero (div_pos hB.det_pos hA.det_pos) hlog
    rw [div_eq_iff hA.det_pos.ne', one_mul] at h1
    exact h1.symm
  · intro hd
    rw [← hd, div_self hA.det_pos.ne', Real.log_one, mul_zero] at h
    exact h
```

## (g) At high temperature the smaller determinant carries the larger entropy

If \(\det A < \det B\), show that \(S_B(T) < S_A(T)\) for all sufficiently large \(T\).

The ratio \(\det B/\det A\) exceeds one, so the limit in (e) is strictly positive, and a function with a positive limit is positive beyond some temperature.

`∀ᶠ T in atTop` means that such a threshold exists, without a value for it, and `hpos` is the positivity of the limit. The inequality orders entropies only. At a given temperature, which phase has the lower free energy also depends on energies that the model omits. A fixed static energy difference shifts the temperature beyond which the term \(-T(S_A - S_B)\), which tends to \(-\infty\), dominates. Free energies are not formalised here.

```lean
/-- The phase with the smaller determinant has the larger phonon entropy at all
sufficiently high temperatures. -/
theorem eventually_entropy_lt_of_det_lt {A B : Matrix n n ℝ} (hA : A.PosDef) (hB : B.PosDef)
    (hd : A.det < B.det) :
    ∀ᶠ T in atTop, phononEntropy hB T < phononEntropy hA T := by
  have hpos : 0 < 1 / 2 * Real.log (B.det / A.det) :=
    mul_pos (by norm_num) (Real.log_pos ((one_lt_div hA.det_pos).mpr hd))
  filter_upwards [(entropy_difference_tendsto hA hB).eventually (lt_mem_nhds hpos)] with T hT
  linarith
```

## (h) Unequal numbers of modes

If \(A\) has \(N\) modes, \(B\) has \(M\) modes and \(M < N\), show that \(S_A(T) - S_B(T) \to +\infty\).

Write
\[ S_A - S_B = \big[S_A - N\log T\big] - \big[S_B - M\log T\big] + (N - M)\log T. \]
Both brackets converge by (d), and the last term diverges to \(+\infty\) since \(N - M > 0\). Two cells of one material with different numbers of atoms fall under this case, and the divergence then reflects the different amounts of matter, not a difference between the structures.

The hypothesis `hc` is \(M < N\), `hc'` restates it in real numbers, and `add_atTop` adds the divergent term to the convergent part.

```lean
/-- If `A` has more modes than `B`, then `S_A(T) - S_B(T)` tends to infinity as `T → ∞`. -/
theorem entropy_difference_tendsto_atTop {A : Matrix n n ℝ} {B : Matrix m m ℝ}
    (hA : A.PosDef) (hB : B.PosDef) (hc : Fintype.card m < Fintype.card n) :
    Tendsto (fun T => phononEntropy hA T - phononEntropy hB T) atTop atTop := by
  have hc' : (0 : ℝ) < (Fintype.card n : ℝ) - (Fintype.card m : ℝ) :=
    sub_pos.mpr (by exact_mod_cast hc)
  -- a convergent part plus (card n - card m) log T
  have h := ((phononEntropy_high_temperature hA).sub
    (phononEntropy_high_temperature hB)).add_atTop
      (Real.tendsto_log_atTop.const_mul_atTop hc')
  refine h.congr fun T => ?_
  ring
```

## (i) A pair in which neither phase is uniformly softer

For \(A = \mathrm{diag}(1, 9)\) and \(B = \mathrm{diag}(4, 4)\), show that neither \(B - A\) nor \(A - B\) is positive semidefinite, that both matrices are positive definite, and that \(S_A - S_B \to \tfrac12\log(16/9)\).

With indices 0 and 1, \(B - A = \mathrm{diag}(3, -5)\) has a negative entry at index 1 and \(A - B = \mathrm{diag}(-3, 5)\) has one at index 0. All entries of \(A\) and \(B\) on the diagonal are positive. The determinants are \(9\) and \(16\), and (e) gives \(\tfrac12\log(16/9)\), which is \(\log(4/3) \approx 0.288\). The frequencies are \(1, 3\) against \(2, 2\): phase \(A\) has both the softest and the stiffest mode, and its product of frequencies is the smaller one.

The existential quantifier supplies the positivity proofs `hA` and `hB` that `phononEntropy` takes as arguments. The steps `h1` and `h0` extract the false inequalities \(0 \le 4 - 9\) and \(0 \le 1 - 4\), and `dA`, `dB` are the determinants.

```lean
/-- For `A = diag(1, 9)` and `B = diag(4, 4)` neither `B - A` nor `A - B` is positive
semidefinite, both matrices are positive definite, and `S_A - S_B` tends to `(1/2) log (16/9)`. -/
theorem entropy_difference_witness :
    ¬ (diagonal ![(4 : ℝ), 4] - diagonal ![(1 : ℝ), 9]).PosSemidef ∧
    ¬ (diagonal ![(1 : ℝ), 9] - diagonal ![(4 : ℝ), 4]).PosSemidef ∧
    ∃ (hA : (diagonal ![(1 : ℝ), 9]).PosDef) (hB : (diagonal ![(4 : ℝ), 4]).PosDef),
      Tendsto (fun T => phononEntropy hA T - phononEntropy hB T) atTop
        (𝓝 (1 / 2 * Real.log (16 / 9))) := by
  have hA : (diagonal ![(1 : ℝ), 9]).PosDef :=
    posDef_diagonal_iff.mpr fun i => by fin_cases i <;> simp
  have hB : (diagonal ![(4 : ℝ), 4]).PosDef :=
    posDef_diagonal_iff.mpr fun i => by fin_cases i <;> simp
  refine ⟨fun h => ?_, fun h => ?_, hA, hB, ?_⟩
  · rw [diagonal_sub, posSemidef_diagonal_iff] at h
    have h1 : (0 : ℝ) ≤ 4 - 9 := h 1
    linarith
  · rw [diagonal_sub, posSemidef_diagonal_iff] at h
    have h0 : (0 : ℝ) ≤ 1 - 4 := h 0
    linarith
  · have h := entropy_difference_tendsto hA hB
    have dA : (diagonal ![(1 : ℝ), 9]).det = 9 := by
      simp [det_diagonal, Fin.prod_univ_two]
    have dB : (diagonal ![(4 : ℝ), 4]).det = 16 := by
      rw [det_diagonal, Fin.prod_univ_two]
      show (4 : ℝ) * 4 = 16
      norm_num
    rw [dA, dB] at h
    exact h

end

end HighTemperaturePhononEntropy
```

```lean
#print axioms HighTemperaturePhononEntropy.entropy_difference_tendsto
-- 'HighTemperaturePhononEntropy.entropy_difference_tendsto' depends on axioms: [propext, Classical.choice, Quot.sound]
#print axioms HighTemperaturePhononEntropy.entropy_difference_tendsto_zero_iff
-- 'HighTemperaturePhononEntropy.entropy_difference_tendsto_zero_iff' depends on axioms: [propext, Classical.choice, Quot.sound]
#print axioms HighTemperaturePhononEntropy.eventually_entropy_lt_of_det_lt
-- 'HighTemperaturePhononEntropy.eventually_entropy_lt_of_det_lt' depends on axioms: [propext, Classical.choice, Quot.sound]
#print axioms HighTemperaturePhononEntropy.entropy_difference_tendsto_atTop
-- 'HighTemperaturePhononEntropy.entropy_difference_tendsto_atTop' depends on axioms: [propext, Classical.choice, Quot.sound]
```
